# Clamping $\sigma$ at $8n\tau$ puts a kink in the energy density as a function of $\sigma$ when $f'(8n\tau)\neq 0$

## Independent inputs $n$, $\sigma$, $\tau$

The potential of a meta-GGA functional is built from partial derivatives of its energy density, and this text examines what clamping $\sigma$ from above does to those derivatives. Here the density $n$, the squared gradient $\sigma=|\nabla n|^2$ and the kinetic energy density $\tau$ at one point are independent real inputs of a meta-GGA energy density, one input is varied with the others fixed, and left and right derivatives are compared. The dependence on $\sigma$ is a function $f$ with derivative $f'$ at $c=8n\tau$, and the clamped energy density is $F(\sigma)=f(\min(\sigma,c))$. The condition $f'\neq 0$ says that the functional responds to $\sigma$ at first order there. The results concern these pointwise partial derivatives and not the functional derivative with respect to an orbital.

## The bound $\sigma\le 8n\tau$ and its saturation

Take finitely many real, singly occupied orbitals $\phi_i$, differentiable at the point $x$, with $n=\sum_i\phi_i^2$, $\tau=\tfrac12\sum_i\sum_k(\partial_k\phi_i)^2$ and $\sigma=\sum_k(\partial_k n)^2$, where $k$ labels the Cartesian axes. The product rule gives $\partial_k n=\sum_i 2\phi_i\,\partial_k\phi_i$, and Cauchy–Schwarz over $i$ gives
$$(\partial_k n)^2\le 4n\sum_i(\partial_k\phi_i)^2 .$$
Summing over $k$ yields $\sigma\le 4n\cdot 2\tau=8n\tau$, the pointwise von Weizsäcker bound. For one orbital $\psi$, $(\partial_k n)^2=4\psi^2(\partial_k\psi)^2$, so $\sigma=8n\tau$ exactly. For hydrogen, $\psi=\pi^{-1/2}e^{-r}$ in atomic units with $r=|x|>0$, and both sides equal $4e^{-4r}/\pi^2$. The clamp therefore never changes the value when $n$, $\sigma$ and $\tau$ are evaluated exactly from such orbitals, but a one-orbital density sits on its switching point wherever the orbital is differentiable.

## One-sided derivatives at the switching point

For $h<0$, $[F(c+h)-F(c)]/h=[f(c+h)-f(c)]/h\to f'$. For $h>0$, $F(c+h)=f(c)$ and the quotient is $0$. A two-sided derivative would equal both limits, and equal limits combine into one, so $F$ is differentiable at $c$ exactly when $f'=0$. The sign of $c$ plays no part.

Now fix $n>0$ and $\sigma=8n\tau_0$ and vary $\tau$. For $\tau\le\tau_0$ the clamp acts and the value is $f(8n\tau)$, with slope $8nf'$ by the chain rule; for $\tau\ge\tau_0$ the value is the constant $f(8n\tau_0)$.

Finally let $z=\tau_W/\tau=\sigma/(8n\tau)$ with $\tau_W=\sigma/(8n)$ and $n,\tau>0$, and let $g$ have derivative $g'$ at $1$. Since $c>0$, $\min(\sigma/c,1)=\min(\sigma,c)/c$, so $g(\min(z,1))$ is the first case with $f(s)=g(s/c)$, whose derivative at $c$ is $g'/c$.

## The theorems in words

A point is `x : d → ℝ`, orbitals are indexed by the finite type `ι`, and `Unit` indexes a single orbital. `grad u x k` is $\partial_k u$, taken from the Fréchet derivative; `vwBound n τ` is $8n\tau$ and `clamped f c` is $F$. Left and right derivatives are `HasDerivWithinAt` on `Iic c`, which is $(-\infty,c]$, and on `Ici c`, which is $[c,\infty)$.

`clamp_kink_sigma` states, for any real $n$ and $\tau$ and $f'\neq0$, the left derivative $f'$, the right derivative $0$ and non-differentiability at $8n\tau$. `clamp_kink_tau` gives $8nf'$ and $0$ at $\tau_0$, for an $f$ that sees $\tau$ only through the clamp. `clamp_kink_ratio` gives $g'/(8n\tau)$ and $0$ for $g'\neq0$. `hydrogen_on_kink` states that at every $x\neq0$ the 1s density has $\sigma=8n\tau$ and that $F$ is not differentiable at this $\sigma$ if $f'\neq0$. The nucleus is excluded because the orbital has a cusp there, where `fderiv` returns zero by convention. No particular functional appears, so $f'\neq0$ is assumed; complex orbitals, fractional occupations and the derivative in $n$ are not treated.

```lean
import Mathlib

open Set

namespace ClampedGradientKink

noncomputable section

variable {ι d : Type*} [Fintype ι] [Fintype d] [DecidableEq d]

/-- Partial derivative of a field `u` along the Cartesian axis `k` at the point `x`. -/
def grad (u : (d → ℝ) → ℝ) (x : d → ℝ) (k : d) : ℝ := fderiv ℝ u x (Pi.single k 1)

/-- Density `n = ∑ φᵢ²` of singly occupied real orbitals. -/
def density (φ : ι → (d → ℝ) → ℝ) (x : d → ℝ) : ℝ := ∑ i, φ i x ^ 2

/-- Squared density gradient `σ = |∇n|²`. -/
def sigma (φ : ι → (d → ℝ) → ℝ) (x : d → ℝ) : ℝ := ∑ k, grad (density φ) x k ^ 2

/-- Kinetic energy density `τ = ½ ∑ |∇φᵢ|²`. -/
def tau (φ : ι → (d → ℝ) → ℝ) (x : d → ℝ) : ℝ := 1 / 2 * ∑ i, ∑ k, grad (φ i) x k ^ 2

/-- The clamping value `8 n τ`. -/
def vwBound (n τ : ℝ) : ℝ := 8 * n * τ

/-- Energy density `f` evaluated at `σ` clamped from above by `c`. -/
def clamped (f : ℝ → ℝ) (c σ : ℝ) : ℝ := f (min σ c)

/-- The hydrogen 1s orbital `π^(-1/2) exp (-r)` in atomic units. -/
def hydrogen1s (x : Fin 3 → ℝ) : ℝ :=
  (Real.sqrt Real.pi)⁻¹ * Real.exp (-Real.sqrt (∑ k, x k ^ 2))

/-- For orbitals differentiable at `x`, the density gradient there is `∂ₖ n = ∑ 2 φᵢ ∂ₖ φᵢ`. -/
theorem grad_density {φ : ι → (d → ℝ) → ℝ} {x : d → ℝ}
    (hφ : ∀ i, DifferentiableAt ℝ (φ i) x) (k : d) :
    grad (density φ) x k = ∑ i, 2 * φ i x * grad (φ i) x k := by
  have h : HasFDerivAt (fun y => ∑ i, φ i y * φ i y)
      (∑ i, (φ i x • fderiv ℝ (φ i) x + φ i x • fderiv ℝ (φ i) x)) x :=
    HasFDerivAt.fun_sum fun i _ => (hφ i).hasFDerivAt.mul (hφ i).hasFDerivAt
  have e : density φ = fun y => ∑ i, φ i y * φ i y := by
    funext y
    simp only [density, sq]
  unfold grad
  rw [e, h.fderiv]
  simp only [sum_apply, add_apply,
    smul_apply, smul_eq_mul]
  refine Finset.sum_congr rfl fun i _ => ?_
  ring

/-- The pointwise von Weizsäcker bound `σ ≤ 8 n τ` at `x` for finitely many real orbitals
differentiable at `x`. -/
theorem sigma_le_bound {φ : ι → (d → ℝ) → ℝ} {x : d → ℝ}
    (hφ : ∀ i, DifferentiableAt ℝ (φ i) x) :
    sigma φ x ≤ vwBound (density φ x) (tau φ x) := by
  -- Cauchy-Schwarz over the orbitals, one Cartesian component at a time
  have hk : ∀ k, grad (density φ) x k ^ 2
      ≤ 4 * density φ x * ∑ i, grad (φ i) x k ^ 2 := by
    intro k
    have cs : (∑ i, φ i x * grad (φ i) x k) ^ 2
        ≤ (∑ i, φ i x ^ 2) * ∑ i, grad (φ i) x k ^ 2 :=
      Finset.sum_mul_sq_le_sq_mul_sq Finset.univ (fun i => φ i x) (fun i => grad (φ i) x k)
    have e : ∑ i, 2 * φ i x * grad (φ i) x k = 2 * ∑ i, φ i x * grad (φ i) x k := by
      rw [Finset.mul_sum]
      exact Finset.sum_congr rfl fun i _ => by ring
    rw [grad_density hφ, e]
    unfold density
    nlinarith [cs]
  calc sigma φ x ≤ ∑ k, 4 * density φ x * ∑ i, grad (φ i) x k ^ 2 :=
        Finset.sum_le_sum fun k _ => hk k
    _ = vwBound (density φ x) (tau φ x) := by
        rw [← Finset.mul_sum, Finset.sum_comm]
        unfold vwBound tau
        ring

/-- For a single real orbital differentiable at `x` the bound is saturated there: `σ = 8 n τ`. -/
theorem sigma_eq_bound_one_orbital {ψ : (d → ℝ) → ℝ} {x : d → ℝ}
    (hψ : DifferentiableAt ℝ ψ x) :
    sigma (fun _ : Unit => ψ) x
      = vwBound (density (fun _ : Unit => ψ) x) (tau (fun _ : Unit => ψ) x) := by
  have hg := grad_density (φ := fun _ : Unit => ψ) (x := x) (fun _ => hψ)
  unfold sigma
  simp only [hg]
  simp only [density, tau, vwBound, Finset.univ_unique, Finset.sum_singleton, Finset.mul_sum]
  refine Finset.sum_congr rfl fun k _ => ?_
  ring

/-- A function with different left and right derivatives at `c` is not differentiable
at `c`. -/
theorem not_differentiableAt_of_one_sided {g : ℝ → ℝ} {L R c : ℝ}
    (hL : HasDerivWithinAt g L (Iic c) c) (hR : HasDerivWithinAt g R (Ici c) c)
    (h : L ≠ R) : ¬ DifferentiableAt ℝ g c := by
  intro hd
  have h1 : L = deriv g c := (uniqueDiffOn_Iic c c (mem_Iic.mpr le_rfl)).eq_deriv _ hL
    hd.hasDerivAt.hasDerivWithinAt
  have h2 : R = deriv g c := (uniqueDiffOn_Ici c c (mem_Ici.mpr le_rfl)).eq_deriv _ hR
    hd.hasDerivAt.hasDerivWithinAt
  exact h (h1.trans h2.symm)

/-- At the clamping value the clamped energy density has left derivative `f'(c)` and right
derivative `0` in `σ`. -/
theorem clamped_one_sided {f : ℝ → ℝ} {f' c : ℝ} (hf : HasDerivAt f f' c) :
    HasDerivWithinAt (clamped f c) f' (Iic c) c ∧
      HasDerivWithinAt (clamped f c) 0 (Ici c) c := by
  constructor
  · -- below `c` the clamp is inactive
    exact hf.hasDerivWithinAt.congr
      (fun s hs => by rw [clamped, min_eq_left (mem_Iic.mp hs)]) (by rw [clamped, min_self])
  · -- above `c` the value is frozen at `f c`
    exact (hasDerivAt_const c (f c)).hasDerivWithinAt.congr
      (fun s hs => by rw [clamped, min_eq_right (mem_Ici.mp hs)]) (by rw [clamped, min_self])

/-- The clamped energy density is differentiable at the clamping value exactly when
`f'(c) = 0`. -/
theorem clamped_differentiableAt_iff {f : ℝ → ℝ} {f' c : ℝ} (hf : HasDerivAt f f' c) :
    DifferentiableAt ℝ (clamped f c) c ↔ f' = 0 := by
  obtain ⟨hL, hR⟩ := clamped_one_sided hf
  constructor
  · intro hd
    by_contra h
    exact not_differentiableAt_of_one_sided hL hR h hd
  · intro h
    rw [h] at hL
    have hu := hL.union hR
    rw [Iic_union_Ici, hasDerivWithinAt_univ] at hu
    exact hu.differentiableAt

/-- If `f'(8nτ) ≠ 0`, then `σ ↦ f (min σ (8nτ))` has left derivative `f'(8nτ)` and right
derivative `0` at `σ = 8nτ`, and is not differentiable there. -/
theorem clamp_kink_sigma {f : ℝ → ℝ} {f' n τ : ℝ}
    (hf : HasDerivAt f f' (vwBound n τ)) (h0 : f' ≠ 0) :
    HasDerivWithinAt (clamped f (vwBound n τ)) f' (Iic (vwBound n τ)) (vwBound n τ) ∧
      HasDerivWithinAt (clamped f (vwBound n τ)) 0 (Ici (vwBound n τ)) (vwBound n τ) ∧
      ¬ DifferentiableAt ℝ (clamped f (vwBound n τ)) (vwBound n τ) :=
  ⟨(clamped_one_sided hf).1, (clamped_one_sided hf).2,
    fun hd => h0 ((clamped_differentiableAt_iff hf).1 hd)⟩

/-- At fixed `n > 0` and `σ = 8nτ₀` with `f'(σ) ≠ 0`, the clamped energy density as a function
of `τ` has left derivative `8n f'` and right derivative `0` at `τ₀`, and is not
differentiable there. -/
theorem clamp_kink_tau {f : ℝ → ℝ} {f' n τ₀ : ℝ} (hn : 0 < n)
    (hf : HasDerivAt f f' (vwBound n τ₀)) (h0 : f' ≠ 0) :
    HasDerivWithinAt (fun τ => clamped f (vwBound n τ) (vwBound n τ₀))
        (f' * (8 * n)) (Iic τ₀) τ₀ ∧
      HasDerivWithinAt (fun τ => clamped f (vwBound n τ) (vwBound n τ₀)) 0 (Ici τ₀) τ₀ ∧
      ¬ DifferentiableAt ℝ (fun τ => clamped f (vwBound n τ) (vwBound n τ₀)) τ₀ := by
  have mono : ∀ a b, a ≤ b → vwBound n a ≤ vwBound n b := fun a b h =>
    mul_le_mul_of_nonneg_left h (by positivity)
  have hin : HasDerivAt (fun τ => vwBound n τ) (8 * n) τ₀ :=
    ((hasDerivAt_id' τ₀).const_mul (8 * n)).congr_deriv (mul_one _)
  -- lowering `τ` lowers the bound below `σ`, so the clamp is active
  have hL : HasDerivWithinAt (fun τ => clamped f (vwBound n τ) (vwBound n τ₀))
      (f' * (8 * n)) (Iic τ₀) τ₀ :=
    (hf.comp_of_eq τ₀ hin rfl).hasDerivWithinAt.congr
      (fun s hs => congrArg f (min_eq_right (mono s τ₀ hs))) (congrArg f (min_self _))
  have hR : HasDerivWithinAt (fun τ => clamped f (vwBound n τ) (vwBound n τ₀))
      0 (Ici τ₀) τ₀ :=
    (hasDerivAt_const τ₀ (f (vwBound n τ₀))).hasDerivWithinAt.congr
      (fun s hs => congrArg f (min_eq_left (mono τ₀ s hs))) (congrArg f (min_self _))
  exact ⟨hL, hR, not_differentiableAt_of_one_sided hL hR (mul_ne_zero h0 (by positivity))⟩

/-- For `n, τ > 0` and `g'(1) ≠ 0`, the function `g (min z 1)` of `z = σ / (8nτ)` has left
derivative `g'(1) / (8nτ)` and right derivative `0` in `σ` at `σ = 8nτ`, and is not
differentiable there. -/
theorem clamp_kink_ratio {g : ℝ → ℝ} {g' n τ : ℝ} (hn : 0 < n) (hτ : 0 < τ)
    (hg : HasDerivAt g g' 1) (h0 : g' ≠ 0) :
    HasDerivWithinAt (fun σ => g (min (σ / vwBound n τ) 1)) (g' / vwBound n τ)
        (Iic (vwBound n τ)) (vwBound n τ) ∧
      HasDerivWithinAt (fun σ => g (min (σ / vwBound n τ) 1)) 0
        (Ici (vwBound n τ)) (vwBound n τ) ∧
      ¬ DifferentiableAt ℝ (fun σ => g (min (σ / vwBound n τ) 1)) (vwBound n τ) := by
  have hc : 0 < vwBound n τ := by unfold vwBound; positivity
  -- clamping `z` at one is clamping `σ` at `8nτ`
  have e : (fun σ => g (min (σ / vwBound n τ) 1))
      = clamped (fun s => g (s / vwBound n τ)) (vwBound n τ) := by
    funext σ
    simp only [clamped]
    rw [← min_div_div_right hc.le, div_self hc.ne']
  have hf : HasDerivAt (fun s => g (s / vwBound n τ)) (g' / vwBound n τ) (vwBound n τ) :=
    (hg.comp_of_eq (vwBound n τ) ((hasDerivAt_id' (vwBound n τ)).div_const (vwBound n τ))
      (div_self hc.ne').symm).congr_deriv (by ring)
  rw [e]
  exact clamp_kink_sigma hf (div_ne_zero h0 hc.ne')

/-- For the hydrogen 1s density at any point off the nucleus `σ = 8nτ`, and if `f'(σ) ≠ 0` the
clamped energy density is not differentiable in `σ` at that value. -/
theorem hydrogen_on_kink {x : Fin 3 → ℝ} (hx : x ≠ 0) {f : ℝ → ℝ} {f' : ℝ}
    (hf : HasDerivAt f f' (sigma (fun _ : Unit => hydrogen1s) x)) (h0 : f' ≠ 0) :
    sigma (fun _ : Unit => hydrogen1s) x
        = vwBound (density (fun _ : Unit => hydrogen1s) x) (tau (fun _ : Unit => hydrogen1s) x) ∧
      ¬ DifferentiableAt ℝ (clamped f (vwBound (density (fun _ : Unit => hydrogen1s) x)
        (tau (fun _ : Unit => hydrogen1s) x))) (sigma (fun _ : Unit => hydrogen1s) x) := by
  have hne : ∑ k, x k ^ 2 ≠ 0 := by
    intro h
    apply hx
    funext k
    have hk := (Finset.sum_eq_zero_iff_of_nonneg fun i _ => sq_nonneg (x i)).1 h k
      (Finset.mem_univ _)
    simpa using hk
  have h1 : DifferentiableAt ℝ (fun y : Fin 3 → ℝ => ∑ k, y k ^ 2) x := by fun_prop
  have hψ : DifferentiableAt ℝ hydrogen1s x :=
    (h1.sqrt hne).neg.exp.const_mul (Real.sqrt Real.pi)⁻¹
  have e := sigma_eq_bound_one_orbital hψ
  refine ⟨e, ?_⟩
  rw [← e]
  exact fun hd => h0 ((clamped_differentiableAt_iff hf).1 hd)

end

end ClampedGradientKink
```

```lean
#print axioms ClampedGradientKink.sigma_le_bound
#print axioms ClampedGradientKink.clamp_kink_tau
#print axioms ClampedGradientKink.clamp_kink_ratio
#print axioms ClampedGradientKink.hydrogen_on_kink
```

```
'ClampedGradientKink.sigma_le_bound' depends on axioms: [propext, Classical.choice, Quot.sound]
'ClampedGradientKink.clamp_kink_tau' depends on axioms: [propext, Classical.choice, Quot.sound]
'ClampedGradientKink.clamp_kink_ratio' depends on axioms: [propext, Classical.choice, Quot.sound]
'ClampedGradientKink.hydrogen_on_kink' depends on axioms: [propext, Classical.choice, Quot.sound]
```

## From the product rule to hydrogen in Lean

`grad_density` writes $\phi_i^2$ as a product and differentiates termwise with `HasFDerivAt.fun_sum`. In `sigma_le_bound`, `cs` is Cauchy–Schwarz for one axis, `hk` is the displayed inequality, and the `calc` block sums over $k$ and exchanges the two sums. `sigma_eq_bound_one_orbital` collapses the orbital sum and compares the axes term by term.

`not_differentiableAt_of_one_sided` uses uniqueness of derivatives on each half-line: both $L$ and $R$, the two one-sided values, would equal `deriv g c`. `clamped_one_sided` replaces $F$ by $f$ on the left and by the constant $f(c)$ on the right through `congr`. In `clamped_differentiableAt_iff` the converse joins the half-lines by `hL.union hR`. In `clamp_kink_tau`, `mono` uses $n>0$ to decide which argument of the minimum is active, and `hin` supplies the inner slope $8n$. In `clamp_kink_ratio`, `e` is the rewriting of $\min(\sigma/c,1)$. `hydrogen_on_kink` shows $r^2\neq0$, hence differentiability of the square root and of the orbital, and takes the equality from the one-orbital theorem without evaluating either side.

## A clamp on a quadrature grid

The following goes beyond the theorems. A program may set `sigma = min(sigma, 8*rho*tau)` at each grid point so that rounding cannot push $z$ above $1$. For a one-orbital density both arguments agree up to rounding, so differentiating through the minimum assigns the response either to $\sigma$, as $f'$, or to $\tau$ and $n$, as $8nf'$ and $8\tau f'$, possibly differently at neighbouring points. Variations that keep a single orbital preserve $\sigma=8n\tau$, so the two complete assignments give the same first-order energy change. An error arises when the clamped branch drops the $\sigma$ term without adding the other two. Code that clamps the input and then evaluates the derivative of the unclamped $f$ at the clamped value does not differentiate through the minimum, and it assigns this response to $\sigma$ at every point.
